# For a constant gap, the BCS density of states recovers above the gap what it loses inside

We take the density of states as an explicit function of the energy, and connect it to the quasiparticle spectrum by a theorem afterwards. Let Δ > 0 be the gap parameter and E ≥ 0 the excitation energy. In units of the normal-metal density of states, the function is

N(E) = E / √(E² − Δ²) for E > Δ,
N(E) = 0 for E ≤ Δ.

The value at the gap edge E = Δ, where the upper formula diverges, is set to zero. A single point does not affect an integral, so this choice has no physical consequence.

Two physical assumptions enter with this function. The gap parameter is one positive constant, the same for all states, as for an isotropic gap at a fixed temperature; it is given and not computed from a gap equation. The normal density of states is also constant, and equals 1 in the chosen units, which describes a metal whose band is featureless on the scale of the energies considered.

## The integrated density and the missing states

Let W ≥ Δ be the upper end of an energy window. The claim is that N is integrable from Δ to W, with

∫ from Δ to W of N(E) dE = √(W² − Δ²).

A normal metal has W states between 0 and W in the same units. The integral minus W tends to 0 as W grows, so the states removed from the gap are recovered in the limit.

**The primitive.** For E > Δ the chain rule gives

d/dE √(E² − Δ²) = 2E / (2√(E² − Δ²)) = E / √(E² − Δ²) = N(E).

**The singular edge.** For W = Δ both sides of the claim are zero. For W > Δ, start the integral at a point a with Δ < a < W, where nothing diverges:

∫ from a to W of N(E) dE = √(W² − Δ²) − √(a² − Δ²).

As a decreases to Δ, the last term goes to zero. The integrand is nonnegative and these integrals stay bounded, so N is integrable up to the edge and its integral is √(W² − Δ²).

**The link to the spectrum.** Let ξ be the normal-state energy measured from the Fermi level. The quasiparticle energy is

E(ξ) = √(ξ² + Δ²).

For ξ ≥ 0, the condition E(ξ) ≤ W means ξ² ≤ W² − Δ², that is, 0 ≤ ξ ≤ √(W² − Δ²). The levels are spread uniformly in ξ with density 1, so their number is the length of this interval, which is the integral just found. The branch ξ < 0 is its mirror image, in the normal metal as in the superconductor, and leaves the ratio of the two densities unchanged.

**The deficit.** Write s = √(W² − Δ²). Then

(W − s)(W + s) = W² − s² = Δ².

Since 0 ≤ s ≤ W, the factor W + s lies between W and 2W. Dividing by it gives

Δ² / (2W) ≤ W − s ≤ Δ² / W.

Both bounds tend to zero as W grows, and so does W − s. At any finite W some states are still missing.

**Loss and excess.** Inside the gap N is zero, so the change relative to the normal metal is

∫ from 0 to Δ of (N(E) − 1) dE = −Δ.

Above the gap it is

∫ from Δ to W of (N(E) − 1) dE = s − (W − Δ) = Δ − (W − s),

which tends to Δ. The pile-up above the edge makes up for the loss below it.

For a density of states computed numerically in this constant-gap mean-field model, the deficit that a finite window should show is W − s = W − √(W² − Δ²). At W = 10Δ it is about 0.0501Δ, close to the lower bound 0.05Δ; the upper bound there is 0.1Δ.

## Dispersion and density as real functions

The development works with real numbers, so all energies are measured in one fixed unit.

```lean
import Mathlib

open MeasureTheory Filter Topology Set

namespace BCSDensityOfStates

noncomputable section
```

The dispersion is a function of the gap parameter and of ξ.

```lean
/-- The quasiparticle energy `√(ξ² + Δ²)` at normal-state energy `ξ` measured from the
Fermi level, for gap parameter `Δ`. -/
def quasiparticleEnergy (Δ ξ : ℝ) : ℝ := √(ξ ^ 2 + Δ ^ 2)
```

The density `bcsDos Δ E` is N(E). The strict inequality `Δ < E` puts the gap edge on the zero side. No Hamiltonian appears in the file: the dispersion and the density are its starting points, and lifetime broadening, anisotropic gaps and band structure are not represented.

```lean
/-- The BCS density of states at excitation energy `E ≥ 0`, in units of the normal density of
states, for `Δ > 0`: it is `E / √(E² - Δ²)` for `E > Δ` and zero for `E ≤ Δ`. -/
def bcsDos (Δ E : ℝ) : ℝ := if Δ < E then E / √(E ^ 2 - Δ ^ 2) else 0
```

## The primitive and integration up to the gap edge

The first theorem says that at every energy E above the gap, √(x² − Δ²), as a function of x, has derivative `bcsDos Δ E` at x = E. The proof first shows that E² − Δ² is positive, hence nonzero, as the library's rule for the derivative of the square root requires. It then differentiates the inner function to get 2E, applies the rule for the square root, and cancels the common factor 2 with `mul_div_mul_left`.

```lean
/-- Above a gap `Δ > 0`, the density of states is the derivative of `√(E² - Δ²)` with respect
to the energy `E`. -/
theorem hasDerivAt_stateCount {Δ E : ℝ} (hΔ : 0 < Δ) (hE : Δ < E) :
    HasDerivAt (fun x : ℝ => √(x ^ 2 - Δ ^ 2)) (bcsDos Δ E) E := by
  have hpos : 0 < E ^ 2 - Δ ^ 2 := by nlinarith
  have h1 : HasDerivAt (fun x : ℝ => x ^ 2 - Δ ^ 2) (2 * E) E := by
    simpa using (hasDerivAt_pow 2 E).sub_const (Δ ^ 2)
  refine (h1.sqrt hpos.ne').congr_deriv ?_
  rw [bcsDos, if_pos hE]
  exact mul_div_mul_left _ _ two_ne_zero
```

Integrability is a theorem of its own because Lean assigns the value 0 to the integral of a function that is not integrable. `IntervalIntegrable (bcsDos Δ) volume Δ W` says that the density is integrable between Δ and W with respect to ordinary length.

The limiting argument with the point a is contained in the library result `integrableOn_deriv_of_nonneg`. It asks for three things, which the three bullets supply in turn: the primitive is continuous on the closed interval, it has the density as its derivative in the interior, and that derivative is nonnegative. Nothing is asked of the derivative at the edge itself.

```lean
/-- For `Δ > 0` and `W ≥ Δ` the density of states is integrable from the gap edge `Δ` to `W`,
in spite of its singularity at the edge. -/
theorem intervalIntegrable_bcsDos {Δ W : ℝ} (hΔ : 0 < Δ) (hW : Δ ≤ W) :
    IntervalIntegrable (bcsDos Δ) volume Δ W := by
  rw [intervalIntegrable_iff_integrableOn_Ioc_of_le hW]
  -- a nonnegative derivative of a continuous function is integrable
  refine intervalIntegral.integrableOn_deriv_of_nonneg
    (g := fun x : ℝ => √(x ^ 2 - Δ ^ 2)) ?_ ?_ ?_
  · exact Continuous.continuousOn (by fun_prop)
  · intro E hE
    exact hasDerivAt_stateCount hΔ hE.1
  · intro E hE
    rw [bcsDos, if_pos hE.1]
    exact div_nonneg (hΔ.trans hE.1).le (Real.sqrt_nonneg _)
```

The value of the integral follows from a form of the fundamental theorem of calculus that also needs the derivative only in the interior. The result is the primitive at W minus the primitive at Δ. The second term is √(Δ² − Δ²) = 0, and `simp` removes it.

```lean
/-- For `Δ > 0` and `W ≥ Δ` the density of states integrated from `Δ` to `W` is
`√(W² - Δ²)`. -/
theorem integral_bcsDos {Δ W : ℝ} (hΔ : 0 < Δ) (hW : Δ ≤ W) :
    ∫ E in Δ..W, bcsDos Δ E = √(W ^ 2 - Δ ^ 2) := by
  have h := intervalIntegral.integral_eq_sub_of_hasDerivAt_of_le
    (f := fun x : ℝ => √(x ^ 2 - Δ ^ 2)) hW
    (Continuous.continuousOn (by fun_prop))
    (fun E hE => hasDerivAt_stateCount hΔ hE.1) (intervalIntegrable_bcsDos hΔ hW)
  rw [h]
  simp
```

## Counting levels by length

The next theorem justifies calling `bcsDos` a density of states for this dispersion. On the left is the `volume`, here the length, of the set of all ξ ≥ 0 with quasiparticle energy at most W. On the right is the integrated density. Lengths in Lean take values in the nonnegative reals extended by infinity, and `ENNReal.ofReal` carries the integral into that type.

The step `hset` shows that the set is the closed interval from 0 to √(W² − Δ²). In one direction, the energy condition bounds ξ² by W² − Δ², hence |ξ| by the square root, and ξ is at most |ξ|. In the other direction, squaring the bound on ξ returns the energy condition. The length of the interval is then compared with the integral from the previous theorem.

```lean
/-- For `Δ > 0` and `W ≥ Δ` the length of the set of all `ξ ≥ 0` whose quasiparticle energy is at
most `W` equals the density of states integrated from `Δ` to `W`. -/
theorem volume_levels_eq_integral {Δ W : ℝ} (hΔ : 0 < Δ) (hW : Δ ≤ W) :
    volume {ξ : ℝ | 0 ≤ ξ ∧ quasiparticleEnergy Δ ξ ≤ W} =
      ENNReal.ofReal (∫ E in Δ..W, bcsDos Δ E) := by
  have hs : √(W ^ 2 - Δ ^ 2) ^ 2 = W ^ 2 - Δ ^ 2 := Real.sq_sqrt (by nlinarith)
  -- the levels below energy `W` fill an interval
  have hset : {ξ : ℝ | 0 ≤ ξ ∧ quasiparticleEnergy Δ ξ ≤ W} =
      Icc 0 (√(W ^ 2 - Δ ^ 2)) := by
    ext ξ
    simp only [Set.mem_ofPred_eq, mem_Icc, quasiparticleEnergy, Real.sqrt_le_iff]
    constructor
    · rintro ⟨h0, -, h⟩
      exact ⟨h0, (le_abs_self ξ).trans (Real.abs_le_sqrt (by linarith))⟩
    · rintro ⟨h0, h⟩
      exact ⟨h0, (hΔ.trans_le hW).le, by nlinarith⟩
  rw [hset, Real.volume_Icc, sub_zero, integral_bcsDos hΔ hW]
```

## Bounds on the deficit and the limit

The bounds hold for every W ≥ Δ, including W = Δ, where the deficit is Δ and equals the upper bound.

The proof uses the algebra of the deficit in a slightly different arrangement. Instead of dividing by W + s, it clears the denominators of the two bounds. With Δ² = W² − s², the lower bound becomes

2W(W − s) − Δ² = (W − s)² ≥ 0,

and the upper bound becomes

Δ² − W(W − s) = s(W − s) ≥ 0.

These are the two nonnegative quantities handed to `nlinarith`. The facts `h0` and `h1` record 0 ≤ s and s ≤ W.

```lean
/-- For `Δ > 0` and `W ≥ Δ` the number of states missing up to energy `W`, relative to the
normal metal, lies between `Δ² / (2W)` and `Δ² / W`. -/
theorem missing_states_bounds {Δ W : ℝ} (hΔ : 0 < Δ) (hW : Δ ≤ W) :
    Δ ^ 2 / (2 * W) ≤ W - ∫ E in Δ..W, bcsDos Δ E ∧
      W - ∫ E in Δ..W, bcsDos Δ E ≤ Δ ^ 2 / W := by
  have hW0 : 0 < W := hΔ.trans_le hW
  rw [integral_bcsDos hΔ hW]
  have hs : √(W ^ 2 - Δ ^ 2) ^ 2 = W ^ 2 - Δ ^ 2 := Real.sq_sqrt (by nlinarith)
  have h0 : 0 ≤ √(W ^ 2 - Δ ^ 2) := Real.sqrt_nonneg _
  have h1 : √(W ^ 2 - Δ ^ 2) ≤ W :=
    Real.sqrt_le_iff.2 ⟨hW0.le, by nlinarith [sq_nonneg Δ]⟩
  constructor
  · rw [div_le_iff₀ (by positivity)]
    nlinarith [sq_nonneg (W - √(W ^ 2 - Δ ^ 2))]
  · rw [le_div_iff₀ hW0]
    nlinarith [mul_nonneg h0 (sub_nonneg.2 h1)]
```

The limit is stated with `Tendsto`: as W goes to infinity (`atTop`), the integral minus W approaches 0. The proof squeezes this difference between −Δ²/W and 0. The bounds are available only for W ≥ Δ, and `eventually_ge_atTop Δ` restricts attention to such W, which is enough for a limit at infinity.

Infinity here belongs to the model with a constant normal density. In a metal, the corresponding regime is a window much wider than the gap but still narrow enough for the normal density and the gap parameter to be treated as constant.

```lean
/-- Conservation of states: for `Δ > 0` the density of states integrated from `Δ` to `W`,
minus the normal-metal count `W`, tends to zero as `W` grows. -/
theorem tendsto_integral_sub_normal {Δ : ℝ} (hΔ : 0 < Δ) :
    Tendsto (fun W : ℝ => (∫ E in Δ..W, bcsDos Δ E) - W) atTop (𝓝 0) := by
  have h : Tendsto (fun W : ℝ => Δ ^ 2 / W) atTop (𝓝 0) :=
    tendsto_const_nhds.div_atTop tendsto_id
  have hneg := h.neg
  rw [neg_zero] at hneg
  -- squeeze between `-Δ² / W` and zero
  refine tendsto_of_tendsto_of_tendsto_of_le_of_le' hneg tendsto_const_nhds ?_ ?_
  · filter_upwards [eventually_ge_atTop Δ] with W hW
    linarith [(missing_states_bounds hΔ hW).2]
  · filter_upwards [eventually_ge_atTop Δ] with W hW
    have hW0 : 0 < W := hΔ.trans_le hW
    have hp : 0 ≤ Δ ^ 2 / (2 * W) := by positivity
    linarith [(missing_states_bounds hΔ hW).1]
```

## The balance across the gap edge

The last two theorems separate the total into its two parts. Inside the gap, the integrand `bcsDos Δ E - 1` equals −1 on the whole closed interval from 0 to Δ. The edge is included because the density was set to zero there, so the integrand can be replaced by a constant without treating the endpoint separately.

```lean
/-- For `Δ > 0` the change of the density of states relative to the normal metal, integrated
over the gap region from `0` to `Δ`, is `-Δ`. -/
theorem integral_gap_loss {Δ : ℝ} (hΔ : 0 < Δ) :
    ∫ E in (0 : ℝ)..Δ, (bcsDos Δ E - 1) = -Δ := by
  have h : EqOn (fun E => bcsDos Δ E - 1) (fun _ => (-1 : ℝ)) (uIcc 0 Δ) := by
    intro E hE
    rw [uIcc_of_le hΔ.le] at hE
    simp [bcsDos, not_lt_of_ge hE.2]
  rw [intervalIntegral.integral_congr h]
  simp
```

Above the gap, the integral of the excess tends to Δ. The proof adds Δ to the previous limit and then identifies the resulting expression with the integral of `bcsDos Δ E - 1`. Splitting that integral into a difference requires both parts to be integrable, which is where `intervalIntegrable_bcsDos` is used again. The normal metal contributes W − Δ in this window, and `ring` completes the rearrangement.

```lean
/-- For `Δ > 0` the excess of the density of states over that of the normal metal, integrated
from `Δ` to `W`, tends to `Δ` as `W` grows. -/
theorem tendsto_excess_above_gap {Δ : ℝ} (hΔ : 0 < Δ) :
    Tendsto (fun W : ℝ => ∫ E in Δ..W, (bcsDos Δ E - 1)) atTop (𝓝 Δ) := by
  have h := (tendsto_integral_sub_normal hΔ).add_const Δ
  rw [zero_add] at h
  refine h.congr' ?_
  filter_upwards [eventually_ge_atTop Δ] with W hW
  -- the normal metal has `W - Δ` states in the same window
  rw [intervalIntegral.integral_sub (intervalIntegrable_bcsDos hΔ hW)
    (continuous_const.intervalIntegrable _ _), intervalIntegral.integral_const, smul_eq_mul]
  ring

end

end BCSDensityOfStates
```

```lean
#print axioms BCSDensityOfStates.volume_levels_eq_integral
#print axioms BCSDensityOfStates.integral_gap_loss
#print axioms BCSDensityOfStates.tendsto_excess_above_gap
```

```
'BCSDensityOfStates.volume_levels_eq_integral' depends on axioms: [propext, Classical.choice, Quot.sound]
'BCSDensityOfStates.integral_gap_loss' depends on axioms: [propext, Classical.choice, Quot.sound]
'BCSDensityOfStates.tendsto_excess_above_gap' depends on axioms: [propext, Classical.choice, Quot.sound]
```
